# The Hückel chain orbital sin(jkπ/(n+1)) has k − 1 nodes for 1 ≤ k ≤ n

Number the carbon atoms of an open, unbranched conjugated chain j = 1, …, n, give its k-th π orbital the unnormalised coefficients sin(jkπ/(n+1)) of the Hückel model with identical atoms and identical bonds, and call a sign change between consecutive non-zero coefficients a node. How many nodes does the orbital have when some coefficients may vanish, as the middle one does in the second orbital of allyl?

```lean
import Mathlib

open scoped Real

namespace HuckelChainNodes

/-- The unnormalised coefficient `sin (j k π / (n + 1))` of the `k`-th orbital at site `j`
of a chain of `n` atoms, whose sites are numbered from `1` to `n`. -/
noncomputable def orbital (n k j : ℕ) : ℝ := Real.sin ((j : ℝ) * k * π / (n + 1))

open Classical in
/-- The sign changes of `f 1, ..., f n` after deletion of zeros: pairs of sites with
coefficients of opposite sign and only zero coefficients between them. -/
noncomputable def signChanges (n : ℕ) (f : ℕ → ℝ) : Finset (ℕ × ℕ) :=
  (Finset.Icc 1 n ×ˢ Finset.Icc 1 n).filter fun p =>
    p.1 < p.2 ∧ f p.1 * f p.2 < 0 ∧ ∀ l, p.1 < l → l < p.2 → f l = 0

/-- A natural number that is not a multiple of `n + 1` lies strictly between two successive
multiples. -/
theorem between_multiples {n a : ℕ} (h : ¬ (n + 1) ∣ a) :
    ∃ q, q * (n + 1) < a ∧ a < (q + 1) * (n + 1) := by
  have hp : 0 < a % (n + 1) :=
    Nat.pos_of_ne_zero fun h0 => h (Nat.dvd_of_mod_eq_zero h0)
  obtain ⟨q, r, h0, hr, e⟩ : ∃ q r, 0 < r ∧ r < n + 1 ∧ (n + 1) * q + r = a :=
    ⟨a / (n + 1), a % (n + 1), hp, Nat.mod_lt _ (Nat.succ_pos n), Nat.div_add_mod _ _⟩
  exact ⟨q, by linarith, by linarith⟩

/-- If `j k` lies strictly between `q (n + 1)` and `(q + 1) (n + 1)`, the coefficient at
site `j` has the sign `(-1) ^ q`. -/
theorem orbital_sign {n k j q : ℕ} (h1 : q * (n + 1) < j * k)
    (h2 : j * k < (q + 1) * (n + 1)) : 0 < (-1 : ℝ) ^ q * orbital n k j := by
  have h1' : (q : ℝ) * (n + 1) < j * k := by exact_mod_cast h1
  have h2' : (j : ℝ) * k < (q + 1) * (n + 1) := by exact_mod_cast h2
  have hN : (0 : ℝ) < n + 1 := by positivity
  -- split off q half-waves
  have e : (j : ℝ) * k * π / (n + 1)
      = ((j : ℝ) * k - q * (n + 1)) * π / (n + 1) + q * π := by
    rw [div_add' _ _ _ hN.ne']
    congr 1
    ring
  have hs : 0 < Real.sin (((j : ℝ) * k - q * (n + 1)) * π / (n + 1)) := by
    apply Real.sin_pos_of_pos_of_lt_pi
    · exact div_pos (mul_pos (by linarith) Real.pi_pos) hN
    · rw [div_lt_iff₀ hN]
      nlinarith [mul_pos (sub_pos.2 h2') Real.pi_pos]
  have hq : (-1 : ℝ) ^ q * (-1) ^ q = 1 := by rw [← mul_pow]; norm_num
  rw [orbital, e, Real.sin_add_nat_mul_pi, ← mul_assoc, hq, one_mul]
  exact hs

/-- The coefficient at site `j` vanishes exactly when `n + 1` divides `j k`. -/
theorem orbital_eq_zero_iff {n k j : ℕ} : orbital n k j = 0 ↔ (n + 1) ∣ j * k := by
  constructor
  · intro h
    by_contra hd
    obtain ⟨q, h1, h2⟩ := between_multiples hd
    have hp := orbital_sign h1 h2
    rw [h, mul_zero] at hp
    exact lt_irrefl _ hp
  · rintro ⟨c, hc⟩
    have hc' : (j : ℝ) * k = (n + 1) * c := by exact_mod_cast hc
    have hN : (n : ℝ) + 1 ≠ 0 := by positivity
    have e : ((n : ℝ) + 1) * c * π / (n + 1) = c * π := by field_simp
    rw [orbital, hc', e]
    exact Real.sin_nat_mul_pi c

/-- For `k ≤ n`, the sign changes of the `k`-th orbital are the pairs formed by the last site
before and the first site after a point `m (n + 1) / k` with `1 ≤ m < k`. -/
theorem mem_signChanges_iff {n k i j : ℕ} (hkn : k ≤ n) :
    (i, j) ∈ signChanges n (orbital n k) ↔ ∃ m, 1 ≤ m ∧ m < k ∧ i * k < m * (n + 1) ∧
      m * (n + 1) ≤ (i + 1) * k ∧ j * k ≤ m * (n + 1) + k ∧ m * (n + 1) < j * k := by
  have hs : ∀ q : ℕ, (-1 : ℝ) ^ q * (-1) ^ q = 1 := fun q => by rw [← mul_pow]; norm_num
  simp only [signChanges, Finset.mem_filter, Finset.mem_product, Finset.mem_Icc]
  constructor
  · rintro ⟨⟨⟨hi1, hin⟩, hj1, hjn⟩, hij, hneg, hz⟩
    have hi0 : ¬ (n + 1) ∣ i * k := fun h => by simp [orbital_eq_zero_iff.2 h] at hneg
    have hj0 : ¬ (n + 1) ∣ j * k := fun h => by simp [orbital_eq_zero_iff.2 h] at hneg
    have hk : 0 < k := Nat.pos_of_ne_zero fun h => hi0 (by simp [h])
    suffices h : ∃ m, i * k < m * (n + 1) ∧ m * (n + 1) ≤ (i + 1) * k ∧
        j * k ≤ m * (n + 1) + k ∧ m * (n + 1) < j * k by
      obtain ⟨m, a, b, c, d⟩ := h
      have hh : j * k ≤ n * k := Nat.mul_le_mul_right k hjn
      refine ⟨m, Nat.pos_of_ne_zero ?_, ?_, a, b, c, d⟩
      · rintro rfl
        simp at a
      · exact lt_of_mul_lt_mul_right (show m * (n + 1) < k * (n + 1) by linarith)
          (Nat.zero_le _)
    rcases Nat.lt_or_ge (i + 1) j with h | h
    · -- a zero coefficient in between: it is isolated, so j = i + 2
      obtain ⟨m, hm⟩ := orbital_eq_zero_iff.1 (hz (i + 1) (Nat.lt_succ_self i) h)
      have hj : j = i + 2 := by
        by_contra hne
        obtain ⟨m', hm'⟩ := orbital_eq_zero_iff.1 (hz (i + 2) (by omega) (by omega))
        have d1 : (n + 1) ∣ (i + 1) * k := ⟨m, hm⟩
        have d2 : (n + 1) ∣ (i + 1) * k + k := ⟨m', by linarith⟩
        have := Nat.le_of_dvd hk ((Nat.dvd_add_right d1).1 d2)
        omega
      subst hj
      exact ⟨m, by linarith, by linarith, by linarith, by linarith⟩
    · -- neighbouring sites: the phase must pass a multiple of π
      obtain rfl : j = i + 1 := by omega
      obtain ⟨q, h1, h2⟩ := between_multiples hi0
      have key : (q + 1) * (n + 1) < (i + 1) * k := by
        by_contra hle
        have hlt : (i + 1) * k < (q + 1) * (n + 1) :=
          lt_of_le_of_ne (not_lt.1 hle) fun e => hj0 (e ▸ Dvd.intro_left (q + 1) rfl)
        have hp := mul_pos (orbital_sign h1 h2)
          (orbital_sign (show q * (n + 1) < (i + 1) * k by linarith) hlt)
        rw [mul_mul_mul_comm, hs q, one_mul] at hp
        exact lt_asymm hp hneg
      exact ⟨q + 1, h2, key.le, by linarith, key⟩
  · rintro ⟨m, hm1, hmk, a, b, c, d⟩
    obtain ⟨q, rfl⟩ : ∃ q, m = q + 1 := ⟨m - 1, by omega⟩
    have hij : i < j := lt_of_mul_lt_mul_right (a.trans d) (Nat.zero_le k)
    have hi : 1 ≤ i := by
      refine Nat.pos_of_ne_zero ?_
      rintro rfl
      nlinarith [Nat.zero_le (q * (n + 1))]
    have h5 := Nat.mul_le_mul_right (n + 1) (show q + 2 ≤ k by omega)
    have hj : j < n + 1 :=
      lt_of_mul_lt_mul_right (show j * k < (n + 1) * k by linarith) (Nat.zero_le k)
    refine ⟨⟨⟨hi, by omega⟩, by omega, by omega⟩, hij, ?_, ?_⟩
    · have hp := mul_pos (orbital_sign (show q * (n + 1) < i * k by linarith) a)
        (orbital_sign d (show j * k < (q + 1 + 1) * (n + 1) by linarith))
      rw [mul_mul_mul_comm, pow_succ, ← mul_assoc ((-1 : ℝ) ^ q) ((-1) ^ q) (-1), hs q] at hp
      linarith
    · intro l h1 h2
      have l1 := Nat.mul_le_mul_right k (show i + 1 ≤ l from h1)
      have l2 := Nat.mul_le_mul_right k (show l + 1 ≤ j from h2)
      exact orbital_eq_zero_iff.2 ⟨q + 1, by linarith⟩

/-- For `1 ≤ k ≤ n`, the number of sign changes of the `k`-th Hückel chain orbital, zero
coefficients being deleted, is one less than `k`. -/
theorem node_count {n k : ℕ} (hk : 1 ≤ k) (hkn : k ≤ n) :
    (signChanges n (orbital n k)).card + 1 = k := by
  have key : ∀ {m j : ℕ}, m * (n + 1) < j * k → j * k ≤ m * (n + 1) + k →
      j * k / (n + 1) = m := fun h1 h2 =>
    Nat.div_eq_of_lt_le (by linarith) (by linarith)
  have cancel : ∀ {a b : ℕ}, a * k < b * k → a < b := fun h =>
    lt_of_mul_lt_mul_right h (Nat.zero_le k)
  -- each sign change is labelled by the node m that it encloses
  have hc : (signChanges n (orbital n k)).card = (Finset.Ico 1 k).card := by
    refine Finset.card_bij (fun p _ => p.2 * k / (n + 1)) ?_ ?_ ?_
    · rintro ⟨i, j⟩ h
      obtain ⟨m, h1, h2, a, b, c, d⟩ := (mem_signChanges_iff hkn).1 h
      show j * k / (n + 1) ∈ Finset.Ico 1 k
      rw [key d c]
      exact Finset.mem_Ico.2 ⟨h1, h2⟩
    · rintro ⟨i, j⟩ h ⟨i', j'⟩ h' e
      obtain ⟨m, _, _, a, b, c, d⟩ := (mem_signChanges_iff hkn).1 h
      obtain ⟨m', _, _, a', b', c', d'⟩ := (mem_signChanges_iff hkn).1 h'
      have em : m = m' := (key d c).symm.trans (e.trans (key d' c'))
      subst em
      have t1 : i < i' + 1 := cancel (a.trans_le b')
      have t2 : i' < i + 1 := cancel (a'.trans_le b)
      have t3 : j < j' + 1 := cancel (by linarith)
      have t4 : j' < j + 1 := cancel (by linarith)
      obtain rfl : i = i' := by omega
      obtain rfl : j = j' := by omega
      rfl
    · intro m hm
      rw [Finset.mem_Ico] at hm
      have hX : 0 < m * (n + 1) := Nat.mul_pos hm.1 (Nat.succ_pos n)
      obtain ⟨x, hx⟩ : ∃ x, m * (n + 1) = x + 1 := ⟨_, (Nat.sub_add_cancel hX).symm⟩
      obtain ⟨i, r, hr, ei⟩ : ∃ i r, r < k ∧ k * i + r = x :=
        ⟨x / k, x % k, Nat.mod_lt _ hk, Nat.div_add_mod _ _⟩
      obtain ⟨j, s, hs, ej⟩ : ∃ j s, s < k ∧ k * j + s = m * (n + 1) :=
        ⟨m * (n + 1) / k, m * (n + 1) % k, Nat.mod_lt _ hk, Nat.div_add_mod _ _⟩
      have d : m * (n + 1) < (j + 1) * k := by linarith
      have c : (j + 1) * k ≤ m * (n + 1) + k := by linarith [Nat.zero_le s]
      exact ⟨(i, j + 1), (mem_signChanges_iff hkn).2
        ⟨m, hm.1, hm.2, by linarith [Nat.zero_le r], by linarith, c, d⟩, key d c⟩
  rw [hc, Nat.card_Ico]
  omega

/-- The sine vanishes at the two fictitious sites `0` and `n + 1` beyond the chain ends. -/
theorem orbital_ends (n k : ℕ) : orbital n k 0 = 0 ∧ orbital n k (n + 1) = 0 :=
  ⟨orbital_eq_zero_iff.2 (by simp), orbital_eq_zero_iff.2 (Dvd.intro k rfl)⟩

/-- The Hückel equation at site `i + 1`, with Coulomb integral `α` and resonance integral `β`,
holds for the sine coefficients with energy `α + 2 β cos (k π / (n + 1))`. -/
theorem huckel_equation (n k i : ℕ) (α β : ℝ) :
    β * orbital n k i + α * orbital n k (i + 1) + β * orbital n k (i + 2)
      = (α + 2 * β * Real.cos ((k : ℝ) * π / (n + 1))) * orbital n k (i + 1) := by
  have h0 : orbital n k i
      = Real.sin (((i + 1 : ℕ) : ℝ) * k * π / (n + 1) - (k : ℝ) * π / (n + 1)) := by
    unfold orbital
    congr 1
    push_cast
    ring
  have h2 : orbital n k (i + 2)
      = Real.sin (((i + 1 : ℕ) : ℝ) * k * π / (n + 1) + (k : ℝ) * π / (n + 1)) := by
    unfold orbital
    congr 1
    push_cast
    ring
  rw [h0, h2, Real.sin_sub, Real.sin_add, orbital]
  ring

end HuckelChainNodes
```

```lean
#print axioms HuckelChainNodes.node_count
-- 'HuckelChainNodes.node_count' depends on axioms: [propext, Classical.choice, Quot.sound]
#print axioms HuckelChainNodes.orbital_ends
-- 'HuckelChainNodes.orbital_ends' depends on axioms: [propext, Classical.choice, Quot.sound]
#print axioms HuckelChainNodes.huckel_equation
-- 'HuckelChainNodes.huckel_equation' depends on axioms: [propext, Classical.choice, Quot.sound]
```

## Counting nodes when a coefficient is zero

`orbital n k j` is the coefficient at site j. For 1 ≤ k ≤ n, multiplication by √(2/(n+1)) normalises the orbital when the p orbitals are treated as orthonormal, as in the Hückel model, and this positive factor changes no sign.

`signChanges n f` is a finite set of pairs (i, j) of sites between 1 and n. A pair belongs to it if i < j, the product f(i) f(j) is negative, and f vanishes at every site strictly between them. These pairs are the sign changes that remain visible after the zeros have been deleted.

The main theorem, `node_count`, takes `1 ≤ k` and `k ≤ n` and concludes that the number of such pairs plus one equals k. Written this way, the statement needs no subtraction of natural numbers.

For allyl, n = 3 and k = 2, the normalised coefficients are 1/√2, 0, −1/√2. The only sign change is the pair (1, 3), so the zero on the middle atom counts as one node. The nodal plane that all π orbitals share, the plane of the molecule, is not counted.

## The sine coefficients solve the Hückel equations

In the Hückel model each π electron moves independently. The Coulomb integral α is its energy in a p orbital on one carbon atom, and the resonance integral β couples p orbitals on neighbouring atoms. Both are taken to be the same along the whole chain, which leaves out bond alternation and heteroatoms. The overlap between p orbitals on different atoms is neglected. Explicit electron repulsion is left out by treating the electrons as independent.

Put θ = kπ/(n+1). The addition formulas give

sin(iθ) + sin((i+2)θ) = 2 cos θ sin((i+1)θ).

Multiplying by β and adding α sin((i+1)θ) gives the equation at site i + 1, with energy

E = α + 2β cos(kπ/(n+1)).

This is `huckel_equation`, which holds for all real α and β. An end atom lacks a neighbour on one side, and the single atom of a chain with n = 1 lacks one on both. The equations there have the same form because the sine vanishes at the fictitious sites 0 and n + 1, which is the content of `orbital_ends`.

One step towards the molecule is an argument in prose and not a theorem of the file: that k numbers the orbitals by energy. For 1 ≤ k ≤ n the angle kπ/(n+1) lies between 0 and π, where the cosine decreases strictly. With the usual sign β < 0 the energy therefore rises with k, and the n distinct energies exhaust the spectrum of the n × n Hückel matrix.

Within this non-interacting, uniform chain, the signs of the coefficients thus suffice to identify an orbital: count the nodes and add one. Neither the normalisation nor the overall sign of a computed eigenvector affects the result.

## One pair of sites around each zero of the wave

Write N = n + 1 and c(j) = sin(jkπ/N), and let 1 ≤ k ≤ n.

**Signs.** Suppose qN < jk < (q+1)N for a natural number q. Then jkπ/N = qπ + φ with 0 < φ < π, so

c(j) = (−1)^q sin φ,

which has the sign (−1)^q. If instead jk is a multiple of N, the angle is a multiple of π and c(j) = 0. One of the two cases always applies, so c(j) vanishes exactly when N divides jk.

**Location.** As a function of a continuous position x, the wave sin(xkπ/N) has its interior zeros at x = mN/k with 1 ≤ m < k. Their spacing N/k is larger than 1. The claim is that (i, j) is a sign change exactly when, for one of these m,

ik < mN ≤ (i+1)k and mN < jk ≤ mN + k.

After division by k, this says that i is the last site before the zero and j the first site after it.

Let (i, j) be a sign change. Then neither ik nor jk is a multiple of N, and there are two cases.

- If j > i + 1, then c(i+1) = 0, so (i+1)k = mN for some m. If j were larger than i + 2, c(i+2) would vanish too, and N would divide the difference k, which is impossible for 0 < k < N. Hence j = i + 2, and the inequalities hold.
- If j = i + 1, choose q with qN < ik < (q+1)N. If (i+1)k were below (q+1)N, both coefficients would have the sign (−1)^q. If it were equal to (q+1)N, c(j) would vanish. So (i+1)k > (q+1)N, and the inequalities hold with m = q + 1.

In both cases mN > ik ≥ 0 gives m ≥ 1, and mN < jk ≤ nk < Nk gives m < k.

Conversely, let the inequalities hold for some m with 1 ≤ m < k. Then ik < mN < jk, so i < j. If i were 0, we would have N ≤ mN ≤ k, which contradicts k ≤ n. Also jk ≤ (k−1)N + k < kN, so j ≤ n. Since k < N,

(m−1)N < ik < mN < jk < (m+1)N,

and c(i) and c(j) have opposite signs. For a site l strictly between i and j, the inequalities give mN ≤ (i+1)k ≤ lk ≤ (j−1)k ≤ mN. Hence lk = mN and c(l) = 0.

**Counting.** Each m from 1 to k − 1 has exactly one last site before its zero and one first site after it, hence one pair. Different m give different pairs, because mN < jk < (m+1)N makes m the integer part of jk/N. There are therefore k − 1 sign changes. For k = 1 there is no m and no node, which includes the single atom n = 1.

## The same argument in Lean

`between_multiples` obtains q from division with remainder. `orbital_sign` splits qπ off the angle and states the sign rule as positivity of (−1)^q c(j), so that even and odd q need no separate treatment. `orbital_eq_zero_iff` is the divisibility criterion: the two lemmas together show that a zero coefficient forces N to divide jk, and the converse holds because the sine vanishes at integer multiples of π.

`mem_signChanges_iff` is the location step, with all inequalities between natural numbers. Its forward direction splits on whether `i + 1 < j`, which gives the two cases above. To compare signs, it multiplies two instances of `orbital_sign`; the powers of −1 cancel, and the product c(i) c(j) comes out positive, against the assumption. In the converse direction m is written as q + 1, one factor −1 is left over, and the product is negative.

`node_count` applies `Finset.card_bij` to the map that sends a pair (i, j) to `j * k / (n + 1)`, where the division is that of natural numbers and returns the integer part. The target is `Finset.Ico 1 k`, the numbers 1, …, k − 1. Three things are checked:

- The map lands in the target, since its value is the m of the location step.
- It is injective, since two pairs with the same m satisfy inequalities that force equal sites.
- It is surjective: for given m, the left site is the integer part of (mN − 1)/k, and the right site is one more than the integer part of mN/k.

## What goes wrong at k = 0 and k = n + 1

For k = 0 every coefficient is zero. There are no sign changes, and the theorem would read 0 + 1 = 0. The hypothesis 1 ≤ k excludes this case.

For n = 1 and k = 2 the only coefficient is sin π = 0, and the theorem would read 0 + 1 = 2. The bound k ≤ n therefore cannot be relaxed even to k ≤ n + 1.
